# In the 3D Elliott model, the squared product of photon energy and continuum absorption coefficient rises strictly with energy above the gap

Elliott's model describes exciton absorption in a semiconductor. For a three-dimensional crystal with parabolic bands and direct, dipole-allowed transitions, and with the momentum matrix element and refractive index taken as constant, the absorption coefficient times the photon energy is, in the continuum above the gap and up to a constant factor, 1/(1 − exp(−2π√(R/D))). Here R is the exciton Rydberg and D the energy above the gap. The theorem `elliott_sq_lt` states that for R > 0 and 0 < a < b the square of this expression is strictly smaller at D = a than at D = b. The proof takes from `coulombExponent_lt` that 2π√(R/D) is positive at b and larger at a. Hence the denominator is positive at both energies and smaller at b, so the reciprocal is larger there, and squaring positive numbers keeps the order.

Lean 4 with Mathlib refuses this proof:

```lean
import Mathlib

open Real

namespace ElliottSqLt

noncomputable section

/-- The Coulomb exponent `2π√(R/D)` at energy `D > 0` above the gap, for exciton Rydberg `R`. -/
def coulombExponent (R D : ℝ) : ℝ := 2 * π * √(R / D)

/-- The Elliott continuum absorption `1 / (1 - exp(-2π√(R/D)))`, for `R > 0` and energy `D > 0`
above the gap: the absorption coefficient times the photon energy, up to a constant factor. -/
def elliott (R D : ℝ) : ℝ := 1 / (1 - exp (-coulombExponent R D))

/-- For `R > 0`, the Coulomb exponent is positive and falls strictly with the energy above the
gap. -/
theorem coulombExponent_lt {R a b : ℝ} (hR : 0 < R) (ha : 0 < a) (hab : a < b) :
    0 < coulombExponent R b ∧ coulombExponent R b < coulombExponent R a := by
  have hb : 0 < b := ha.trans hab
  have h1 : 0 < √(R / b) := Real.sqrt_pos.mpr (div_pos hR hb)
  have h2 : √(R / b) < √(R / a) :=
    Real.sqrt_lt_sqrt (div_pos hR hb).le (div_lt_div_of_pos_left hR ha hab)
  have hp : 0 < 2 * π := by positivity
  exact ⟨mul_pos hp h1, mul_lt_mul_of_pos_left h2 hp⟩

/-- For `R > 0`, the squared Elliott absorption rises strictly with the energy above the gap. -/
theorem elliott_sq_lt {R a b : ℝ} (hR : 0 < R) (ha : 0 < a) (hab : a < b) :
    elliott R a ^ 2 < elliott R b ^ 2 := by
  obtain ⟨hs, hst⟩ := coulombExponent_lt hR ha hab
  have hu : exp (-coulombExponent R b) < 1 := Real.exp_lt_one (by linarith)
  have huv : exp (-coulombExponent R a) < exp (-coulombExponent R b) :=
    Real.exp_lt_exp.mpr (by linarith)
  have hv : 0 < 1 - exp (-coulombExponent R a) := by linarith
  exact pow_lt_pow_left₀ (one_div_lt_one_div_of_lt (by linarith) (by linarith))
    (one_div_pos.mpr hv).le two_ne_zero

end

end ElliottSqLt
```

The compiler's answer:

```
Main.lean:31:46: error(lean.unknownIdentifier): Unknown constant `Real.exp_lt_one`
```

The message says that Lean knows no constant called `Real.exp_lt_one`. The proof called it to show `hu`, that the exponential of `-coulombExponent R b` is less than 1. The mathematics of that step is sound, since `-coulombExponent R b` is negative by `hs`; the fault is that the lemma it names doesn't exist.

The repair uses `Real.exp_lt_one_iff`, which does exist and is an equivalence: `exp x < 1` holds exactly when `x < 0`. Because it is an equivalence, it can't be applied directly to a proof of `x < 0`, so the repair adds `.mpr`, which picks the direction from `x < 0` to `exp x < 1`. What remains to be shown is that `-coulombExponent R b` is negative, and the same `linarith` call as before gets this from `hs`.

Fix (accepted with no message):

```diff
@@ -29,5 +29,5 @@
     elliott R a ^ 2 < elliott R b ^ 2 := by
   obtain ⟨hs, hst⟩ := coulombExponent_lt hR ha hab
-  have hu : exp (-coulombExponent R b) < 1 := Real.exp_lt_one (by linarith)
+  have hu : exp (-coulombExponent R b) < 1 := Real.exp_lt_one_iff.mpr (by linarith)
   have huv : exp (-coulombExponent R a) < exp (-coulombExponent R b) :=
     Real.exp_lt_exp.mpr (by linarith)
```
